# For a real symmetric invertible metric, the matrices $M_{ab}$ with $a<b$ form a basis of the infinitesimal isometries

## Six parameters for a small Lorentz transformation

To find how a Dirac spinor responds to a small Lorentz transformation, one writes the transformation of four-vectors as $\Lambda\approx 1+\varepsilon X$, expands $X$ in three boost and three rotation generators, and replaces each generator by its spinor matrix. This recipe covers every allowed $X$ if the expansion always exists, and it gives a single answer if the six coefficients are unique. Both facts hold for any real symmetric invertible metric in $n$ dimensions, with $n(n-1)/2$ generators. They are proved here for the real matrices acting on vectors; the spinor matrices are a further step.

A linear map $\Lambda$ preserves the metric $g$ if $\Lambda^T g\Lambda=g$. Inserting $\Lambda=1+\varepsilon X$ and keeping first order in $\varepsilon$ gives
$$X^Tg+gX=0 .$$
A matrix $X$ with this property is called an infinitesimal isometry of $g$, shortened to "isometry" in the derivation and the example below.

## Generators and the claim

Let $e_a$ be the standard basis vectors, with $a=0,\dots,n-1$, and let $E_{ab}=e_ae_b^T$ be the matrix with a single 1 in row $a$, column $b$. Define
$$M_{ab}=(E_{ab}-E_{ba})\,g .$$
Each pair $a<b$ labels a coordinate plane. If $g$ is real, symmetric and invertible, the $M_{ab}$ with $a<b$ are linearly independent and span the infinitesimal isometries, and
$$X=\sum_{a<b}(Xg^{-1})_{ab}\,M_{ab}.$$
In index language $X$ is $X^\mu{}_\nu$, and $Xg^{-1}$ is the same object with its second index raised.

## Derivation

**The generators are isometries.** Put $A=E_{ab}-E_{ba}$, so $A^T=-A$. Since $g^T=g$,
$$M_{ab}^Tg+gM_{ab}=-gAg+gAg=0 .$$

**Raising an index gives an antisymmetric matrix.** From $X^Tg=-gX$, multiplication by $g^{-1}$ on the left and on the right gives $g^{-1}X^T=-Xg^{-1}$. As $g^{-1}$ is symmetric, the left side is $(Xg^{-1})^T$.

**Coefficients can be read off.** Let $S=\sum_{a<b}c_{ab}M_{ab}$. Then $Sg^{-1}=\sum_{a<b}c_{ab}(E_{ab}-E_{ba})$. For $i<j$, its $(i,j)$ entry is
$$\sum_{a<b}c_{ab}\left(\delta_{ai}\delta_{bj}-\delta_{bi}\delta_{aj}\right)=c_{ij},$$
because the second product would need $b=i<j=a$, against $a<b$. If $S=0$, every coefficient vanishes, which is linear independence.

**Every isometry is reached.** Given an isometry $X$, choose $c_{ab}=(Xg^{-1})_{ab}$. The difference $X-S$ is again an isometry, so $(X-S)g^{-1}$ is antisymmetric. Its entries above the diagonal vanish by the choice of $c_{ab}$; antisymmetry removes the diagonal and the entries below it. Hence $(X-S)g^{-1}=0$, and multiplication by $g$ gives $X=S$.

**Counting.** For each $b$ there are $b$ choices of $a<b$, so the dimension is $\sum_{b=0}^{n-1}b=n(n-1)/2$.

**A singular metric has too many isometries.** Suppose $g$ is symmetric and $gv=0$ with $v\neq0$. Such a $v$ is a kernel vector of $g$; the lightlike condition $v^Tgv=0$ alone would not be enough in general. Then $gvv^T=0$ and, by transposition, $vv^Tg=0$, so $vv^T$ is an isometry. Every combination of the $M_{ab}$ annihilates $v$, since each ends in a factor $g$, whereas $(vv^T)v=(v^Tv)\,v\neq0$. The generators therefore miss $vv^T$.

## An oblique metric in two dimensions

Take
$$g=\begin{pmatrix}1&2\\2&3\end{pmatrix},\quad g^{-1}=\begin{pmatrix}-3&2\\2&-1\end{pmatrix},\quad M_{01}=\begin{pmatrix}0&1\\-1&0\end{pmatrix}g=\begin{pmatrix}2&3\\-1&-2\end{pmatrix}.$$
The matrix $X=\begin{pmatrix}4&6\\-2&-4\end{pmatrix}$ is an isometry, because $gX=\begin{pmatrix}0&-2\\2&0\end{pmatrix}$ is antisymmetric. Raising the index gives
$$Xg^{-1}=\begin{pmatrix}0&2\\-2&0\end{pmatrix},$$
so the coefficient is 2 and $X=2M_{01}$. The entry $X_{01}=6$ is not the coefficient.

## Symplectic generators by the same argument

Replace $g$ by an invertible antisymmetric matrix $J$, which requires even $n$. The condition $X^TJ+JX=0$ now makes $XJ^{-1}$ symmetric instead of antisymmetric. The same reading of entries shows that the matrices $(E_{ab}+E_{ba})J$ with $a<b$, together with $E_{aa}J$, form a basis, and the dimension is $n(n+1)/2$. For the standard $J$ of phase space, they generate the linear canonical transformations. The file below treats only the symmetric case.

## The statement in Lean

A metric is a matrix `g` over `ℝ` with indices in `Fin n`. The hypothesis `g.IsSymm` expresses symmetry, and `IsUnit g.det` expresses invertibility. No signature is assumed, so Euclidean and Minkowski metrics are both covered.

`Plane n` is the type of pairs with first index smaller than the second. `isometryAlgebra g` is the set of solutions of $X^Tg+gX=0$, packaged as a real linear subspace. Despite its name, it carries no commutator here, and neither the group of finite transformations nor the exponential map appears. `generator g a b` is $M_{ab}$, with `Matrix.single a b 1` for $E_{ab}$.

The theorem `generators_form_basis` states three things: linear independence, equality of the span with `isometryAlgebra g`, and the value of the dimension. The theorem `span_eq_iff_invertible` says that, for symmetric $g$, the span is the whole isometry space exactly when $g$ is invertible.

The Minkowski metric is fixed as $\mathrm{diag}(1,-1,-1,-1)$, with index 0 for time and units in which $c=1$. The generators are real, without the factor $i$ often used in quantum mechanics. With these signs, $M_{01}$ sends $(t,x)$ to $(-x,-t)$ and generates boosts along the first space axis, while $M_{12}$ sends $(x,y)$ to $(-y,x)$ and generates rotations in the plane of the first two space axes.

```lean
import Mathlib

open Matrix

namespace MetricGenerators

noncomputable section

variable {n : ℕ}

/-- The coordinate planes of an `n`-dimensional space, labelled by pairs `a < b`. -/
abbrev Plane (n : ℕ) := {p : Fin n × Fin n // p.1 < p.2}

/-- The infinitesimal isometries of the metric `g`: all `X` with `Xᵀ g + g X = 0`. -/
def isometryAlgebra (g : Matrix (Fin n) (Fin n) ℝ) :
    Submodule ℝ (Matrix (Fin n) (Fin n) ℝ) where
  carrier := {X | Xᵀ * g + g * X = 0}
  zero_mem' := by simp
  add_mem' := by
    intro X Y hX hY
    have hX' : Xᵀ * g + g * X = 0 := hX
    have hY' : Yᵀ * g + g * Y = 0 := hY
    change (X + Y)ᵀ * g + g * (X + Y) = 0
    rw [Matrix.transpose_add, Matrix.add_mul, Matrix.mul_add, add_add_add_comm, hX', hY',
      add_zero]
  smul_mem' := by
    intro c X hX
    have hX' : Xᵀ * g + g * X = 0 := hX
    change (c • X)ᵀ * g + g * (c • X) = 0
    rw [Matrix.transpose_smul, Matrix.smul_mul, Matrix.mul_smul, ← smul_add, hX', smul_zero]

/-- The generator `M_ab = (e_a e_bᵀ - e_b e_aᵀ) g` belonging to the indices `a` and `b`. -/
def generator (g : Matrix (Fin n) (Fin n) ℝ) (a b : Fin n) : Matrix (Fin n) (Fin n) ℝ :=
  (Matrix.single a b 1 - Matrix.single b a 1) * g

/-- For a symmetric metric every `M_ab` is an infinitesimal isometry. -/
theorem generator_mem {g : Matrix (Fin n) (Fin n) ℝ} (hg : g.IsSymm) (a b : Fin n) :
    generator g a b ∈ isometryAlgebra g := by
  change (generator g a b)ᵀ * g + g * generator g a b = 0
  unfold generator
  rw [Matrix.transpose_mul, hg.eq, Matrix.transpose_sub, Matrix.transpose_single,
    Matrix.transpose_single]
  noncomm_ring

/-- For a symmetric invertible metric, raising the second index of an infinitesimal isometry with
the inverse metric gives an antisymmetric matrix. -/
theorem raised_antisymm {g X : Matrix (Fin n) (Fin n) ℝ} (hg : g.IsSymm)
    (hdet : IsUnit g.det) (hX : X ∈ isometryAlgebra g) :
    (X * g⁻¹)ᵀ = -(X * g⁻¹) := by
  have h : Xᵀ * g = -(g * X) := eq_neg_of_add_eq_zero_left hX
  rw [Matrix.transpose_mul, Matrix.transpose_nonsing_inv, hg.eq]
  calc g⁻¹ * Xᵀ = g⁻¹ * (Xᵀ * g) * g⁻¹ := by
        rw [← Matrix.mul_assoc, Matrix.mul_nonsing_inv_cancel_right _ _ hdet]
    _ = -(g⁻¹ * (g * X) * g⁻¹) := by rw [h, Matrix.mul_neg, Matrix.neg_mul]
    _ = -(X * g⁻¹) := by rw [Matrix.nonsing_inv_mul_cancel_left _ _ hdet]

/-- For an invertible `g`, let `S` be a linear combination of the generators `M_ab` with `a < b`.
The coefficient of `M_ab` in `S` is the `(a, b)` entry of the matrix `S g⁻¹`. -/
theorem coefficient_eq {g : Matrix (Fin n) (Fin n) ℝ} (hdet : IsUnit g.det)
    (c : Plane n → ℝ) (q : Plane n) :
    ((∑ p : Plane n, c p • generator g p.1.1 p.1.2) * g⁻¹) q.1.1 q.1.2 = c q := by
  -- each generator contributes to its own plane only
  have key : ∀ p : Plane n, ((c p • generator g p.1.1 p.1.2) * g⁻¹) q.1.1 q.1.2
      = if p = q then c p else 0 := by
    intro p
    have hne : ¬ (p.1.2 = q.1.1 ∧ p.1.1 = q.1.2) := by
      rintro ⟨h1, h2⟩
      have hp := p.2
      rw [h1, h2] at hp
      exact lt_asymm hp q.2
    have hiff : (p.1.1 = q.1.1 ∧ p.1.2 = q.1.2) ↔ p = q :=
      ⟨fun h => Subtype.ext (Prod.ext h.1 h.2), fun h => by rw [h]; exact ⟨rfl, rfl⟩⟩
    unfold generator
    rw [Matrix.smul_mul, Matrix.mul_nonsing_inv_cancel_right _ _ hdet, Matrix.smul_apply,
      Matrix.sub_apply, Matrix.single_apply, Matrix.single_apply, if_neg hne, sub_zero]
    by_cases h : p = q
    · rw [if_pos (hiff.2 h), if_pos h, smul_eq_mul, mul_one]
    · rw [if_neg (fun h' => h (hiff.1 h')), if_neg h, smul_zero]
  rw [Finset.sum_mul, Matrix.sum_apply, Finset.sum_congr rfl (fun p _ => key p)]
  simp

/-- For a symmetric invertible metric, every infinitesimal isometry `X` is the sum over `a < b` of
`(X g⁻¹)_ab M_ab`. -/
theorem expansion {g X : Matrix (Fin n) (Fin n) ℝ} (hg : g.IsSymm)
    (hdet : IsUnit g.det) (hX : X ∈ isometryAlgebra g) :
    X = ∑ p : Plane n, (X * g⁻¹) p.1.1 p.1.2 • generator g p.1.1 p.1.2 := by
  obtain ⟨S, hS⟩ : ∃ S, S = ∑ p : Plane n,
    (X * g⁻¹) p.1.1 p.1.2 • generator g p.1.1 p.1.2 := ⟨_, rfl⟩
  rw [← hS]
  have hSmem : S ∈ isometryAlgebra g := by
    rw [hS]
    exact Submodule.sum_mem _ fun p _ => Submodule.smul_mem _ _ (generator_mem hg _ _)
  have hanti := raised_antisymm hg hdet (Submodule.sub_mem _ hX hSmem)
  have hflip : ∀ i j, ((X - S) * g⁻¹) j i = -((X - S) * g⁻¹) i j :=
    fun i j => congrFun (congrFun hanti i) j
  have hup : ∀ i j, i < j → ((X - S) * g⁻¹) i j = 0 := by
    intro i j hij
    have h := coefficient_eq hdet (fun p : Plane n => (X * g⁻¹) p.1.1 p.1.2) ⟨(i, j), hij⟩
    rw [← hS] at h
    rw [Matrix.sub_mul, Matrix.sub_apply]
    exact sub_eq_zero.mpr h.symm
  -- an antisymmetric matrix with vanishing upper triangle is zero
  have hzero : (X - S) * g⁻¹ = 0 := by
    ext i j
    rw [Matrix.zero_apply]
    rcases lt_trichotomy i j with h | h | h
    · exact hup i j h
    · subst h
      linarith [hflip i i]
    · rw [hflip j i, hup j i h, neg_zero]
  have hfin : X - S = 0 := by
    rw [← Matrix.nonsing_inv_mul_cancel_right g (X - S) hdet, hzero, Matrix.zero_mul]
  exact sub_eq_zero.mp hfin

/-- There are `n(n-1)/2` coordinate planes in `n` dimensions. -/
theorem card_plane (n : ℕ) : Fintype.card (Plane n) = n * (n - 1) / 2 := by
  let e : Plane n ≃ (Σ b : Fin n, Fin b.val) :=
    { toFun := fun p => ⟨p.1.2, ⟨p.1.1.val, p.2⟩⟩
      invFun := fun s => ⟨(⟨s.2.val, s.2.isLt.trans s.1.isLt⟩, s.1), s.2.isLt⟩
      left_inv := fun _ => rfl
      right_inv := fun _ => rfl }
  rw [Fintype.card_congr e, Fintype.card_sigma]
  simp only [Fintype.card_fin]
  rw [Fin.sum_univ_eq_sum_range (fun i => i) n, Finset.sum_range_id]

/-- For a symmetric invertible metric the `M_ab` with `a < b` are linearly independent and span
the infinitesimal isometries, which form a space of dimension `n(n-1)/2`. -/
theorem generators_form_basis {g : Matrix (Fin n) (Fin n) ℝ} (hg : g.IsSymm)
    (hdet : IsUnit g.det) :
    LinearIndependent ℝ (fun p : Plane n => generator g p.1.1 p.1.2) ∧
    Submodule.span ℝ (Set.range fun p : Plane n => generator g p.1.1 p.1.2)
      = isometryAlgebra g ∧
    Module.finrank ℝ (isometryAlgebra g) = n * (n - 1) / 2 := by
  have hli : LinearIndependent ℝ (fun p : Plane n => generator g p.1.1 p.1.2) := by
    refine Fintype.linearIndependent_iff.2 fun c hc q => ?_
    have h0 : ∑ p : Plane n, c p • generator g p.1.1 p.1.2 = 0 := hc
    have h := coefficient_eq hdet c q
    rw [h0, Matrix.zero_mul] at h
    exact h.symm
  have hspan : Submodule.span ℝ (Set.range fun p : Plane n => generator g p.1.1 p.1.2)
      = isometryAlgebra g := by
    apply le_antisymm
    · rw [Submodule.span_le]
      rintro _ ⟨p, rfl⟩
      exact generator_mem hg _ _
    · intro X hX
      rw [expansion hg hdet hX]
      exact Submodule.sum_mem _ fun p _ =>
        Submodule.smul_mem _ _ (Submodule.subset_span ⟨p, rfl⟩)
  refine ⟨hli, hspan, ?_⟩
  rw [← hspan, finrank_span_eq_card hli, card_plane]

/-- For a symmetric `g`, the `M_ab` span all infinitesimal isometries exactly when `g` is
invertible. -/
theorem span_eq_iff_invertible {g : Matrix (Fin n) (Fin n) ℝ} (hg : g.IsSymm) :
    Submodule.span ℝ (Set.range fun p : Plane n => generator g p.1.1 p.1.2)
      = isometryAlgebra g ↔ IsUnit g.det := by
  refine ⟨fun hspan => ?_, fun hdet => (generators_form_basis hg hdet).2.1⟩
  rw [isUnit_iff_ne_zero]
  intro hdet
  obtain ⟨v, hv, hgv⟩ := Matrix.exists_mulVec_eq_zero_iff.2 hdet
  -- a kernel vector v of g yields the infinitesimal isometry v vᵀ
  have hgX : g * vecMulVec v v = 0 := by
    rw [Matrix.mul_vecMulVec, hgv]
    ext i j
    simp [vecMulVec_apply]
  have hX : vecMulVec v v ∈ isometryAlgebra g := by
    change (vecMulVec v v)ᵀ * g + g * vecMulVec v v = 0
    have ht := congrArg Matrix.transpose hgX
    rw [Matrix.transpose_mul, hg.eq, Matrix.transpose_zero] at ht
    rw [ht, hgX, add_zero]
  -- every combination of generators annihilates v
  have hkill : ∀ Y ∈ Submodule.span ℝ
      (Set.range fun p : Plane n => generator g p.1.1 p.1.2), Y *ᵥ v = 0 := by
    intro Y hY
    induction hY using Submodule.span_induction with
    | mem Y h =>
      obtain ⟨p, rfl⟩ := h
      simp only [generator]
      rw [← Matrix.mulVec_mulVec, hgv, Matrix.mulVec_zero]
    | zero => exact Matrix.zero_mulVec v
    | add Y Z _ _ h1 h2 => rw [Matrix.add_mulVec, h1, h2, add_zero]
    | smul c Y _ h => rw [Matrix.smul_mulVec, h, smul_zero]
  have h0 := hkill _ (hspan ▸ hX)
  apply hv
  funext i
  have hi : v i * (v ⬝ᵥ v) = 0 := by
    calc v i * (v ⬝ᵥ v) = (vecMulVec v v *ᵥ v) i := by
          simp only [mulVec, dotProduct, vecMulVec_apply, Finset.mul_sum, mul_assoc]
      _ = 0 := congrFun h0 i
  exact (mul_eq_zero.1 hi).resolve_right fun h => hv (dotProduct_self_eq_zero.1 h)

/-- The Minkowski metric with signature `(+, -, -, -)`. -/
def minkowski : Matrix (Fin 4) (Fin 4) ℝ := Matrix.diagonal ![1, -1, -1, -1]

/-- The infinitesimal isometries of the Minkowski metric form a six-dimensional space. -/
theorem lorentz_dimension : Module.finrank ℝ (isometryAlgebra minkowski) = 6 := by
  have hs : minkowski.IsSymm := Matrix.diagonal_transpose _
  have hd : IsUnit minkowski.det := by
    rw [isUnit_iff_ne_zero, minkowski, Matrix.det_diagonal]
    simp [Fin.prod_univ_succ]
  exact (generators_form_basis hs hd).2.2.trans (by norm_num)

/-- For the Minkowski metric, `M_01` is a symmetric matrix mixing time with the first space
axis, and `M_12` is an antisymmetric matrix mixing the first two space axes. -/
theorem boost_and_rotation :
    generator minkowski 0 1 = !![0, -1, 0, 0; -1, 0, 0, 0; 0, 0, 0, 0; 0, 0, 0, 0] ∧
    generator minkowski 1 2 = !![0, 0, 0, 0; 0, 0, -1, 0; 0, 1, 0, 0; 0, 0, 0, 0] := by
  constructor <;> ext i j <;> fin_cases i <;> fin_cases j <;>
    simp [generator, minkowski, Matrix.mul_diagonal]

end

end MetricGenerators
```

```lean
#print axioms MetricGenerators.generators_form_basis
#print axioms MetricGenerators.span_eq_iff_invertible
#print axioms MetricGenerators.lorentz_dimension
#print axioms MetricGenerators.boost_and_rotation
```

```
'MetricGenerators.generators_form_basis' depends on axioms: [propext, Classical.choice, Quot.sound]
'MetricGenerators.span_eq_iff_invertible' depends on axioms: [propext, Classical.choice, Quot.sound]
'MetricGenerators.lorentz_dimension' depends on axioms: [propext, Classical.choice, Quot.sound]
'MetricGenerators.boost_and_rotation' depends on axioms: [propext, Classical.choice, Quot.sound]
```

## How the proof follows the derivation

`generator_mem` transposes the product, uses the symmetry of `g`, and leaves the cancellation $-gAg+gAg=0$ to `noncomm_ring`, which respects the order of matrix factors.

`raised_antisymm` performs the two multiplications by $g^{-1}$ in a `calc` chain. Its first line inserts $gg^{-1}$, its second uses the isometry condition, and its third cancels $g^{-1}g$.

`coefficient_eq` is the calculation with Kronecker deltas. Inside it, `hne` rules out the second product by the ordering of the indices, and `hiff` says that the first product is nonzero only when the two planes coincide. The sum then collapses to one coefficient.

`expansion` names the proposed sum `S` and studies `X - S`. The statement `hup` gives the vanishing entries above the diagonal, and `hflip` is antisymmetry entry by entry. The three cases of `lt_trichotomy` are the entries above, on and below the diagonal; on the diagonal, a number equal to its own negative is zero. Multiplying back by `g` yields `hfin`.

`card_plane` groups the planes by their larger index and sums the sizes of the groups. In `generators_form_basis`, independence comes from `coefficient_eq` applied to a vanishing sum. One inclusion of the span equality comes from `generator_mem`, the other from `expansion`. The dimension of a span of independent vectors is their number, which `card_plane` supplies.

For the converse, `span_eq_iff_invertible` obtains a kernel vector `v` from a zero determinant and forms $vv^T$ as `vecMulVec v v`. The statement `hkill` shows by induction over the span that every combination of generators annihilates `v`. If $vv^T$ were in the span, then $v_i(v^Tv)=0$ for every $i$. Since $v^Tv\neq0$ for a nonzero real vector, all components of `v` would vanish, a contradiction.

`lorentz_dimension` checks that the Minkowski metric is symmetric with nonzero determinant and evaluates $4\cdot3/2=6$. `boost_and_rotation` compares the two explicit matrices with the definition, entry by entry.
